# Every two-electron singlet with real amplitudes in finitely many orbitals has zero seniority in some orthonormal orbital basis

A two-electron singlet in finitely many orbitals is described by a real symmetric matrix `C` of amplitudes, which an orthogonal change of orbitals `U` turns into `U * C * Uᵀ`. The quantity `seniority C U` is twice the sum of the squared off-diagonal amplitudes, which is the mean number of singly occupied orbitals when the squares of all entries of `C` sum to one, and that mean times the squared norm otherwise. The theorem says that some orthogonal `U` makes it zero, so that in the new orbitals only doubly occupied configurations remain. The proof takes the eigenvectors of `C` as the new orbitals, and each off-diagonal amplitude then vanishes because it is an eigenvalue times the inner product of two orthogonal eigenvectors.

Lean 4 with Mathlib refuses this proof:

```lean
import Mathlib

open Matrix

namespace SingletSeniorityRange

noncomputable section

variable {ι : Type*} [Fintype ι] [DecidableEq ι]

/-- Mean seniority of the two-electron singlet with amplitudes `C` in the orbitals given by the
rows of `U`: twice the total weight of the off-diagonal amplitudes. -/
def seniority (C U : Matrix ι ι ℝ) : ℝ :=
  2 * ∑ i, ∑ j, if i = j then 0 else (U * C * Uᵀ) i j ^ 2

/-- The orbitals `u i` are orthonormal. -/
def OrthoRows (u : ι → ι → ℝ) : Prop :=
  ∀ i j, u i ⬝ᵥ u j = if i = j then 1 else 0

/-- A matrix is orthogonal exactly when its rows are orthonormal orbitals. -/
theorem orthoRows_iff (U : Matrix ι ι ℝ) : OrthoRows U ↔ U * Uᵀ = 1 := by
  rw [← Matrix.ext_iff]
  simp only [OrthoRows, Matrix.mul_apply, Matrix.one_apply, Matrix.transpose_apply, dotProduct]

omit [DecidableEq ι] in
/-- A rotated amplitude is the matrix element of `C` between two of the new orbitals. -/
theorem rotated_apply (C U : Matrix ι ι ℝ) (i j : ι) :
    (U * C * Uᵀ) i j = U i ⬝ᵥ (C *ᵥ U j) := by
  rw [Matrix.mul_assoc]
  simp only [Matrix.mul_apply, Matrix.transpose_apply, dotProduct, Matrix.mulVec]

/-- A real symmetric amplitude matrix has an orthonormal orbital basis of zero seniority. -/
theorem exists_seniority_zero (C : Matrix ι ι ℝ) (hC : C.IsSymm) :
    ∃ U : Matrix ι ι ℝ, U * Uᵀ = 1 ∧ seniority C U = 0 := by
  have hH : C.IsHermitian := by
    rw [Matrix.IsHermitian, Matrix.conjTranspose_eq_transpose_of_trivial]
    exact hC
  -- the new orbitals are the eigenvectors of C
  let u : ι → ι → ℝ := fun i => (hH.eigenvectorBasis i).ofLp
  have hu : OrthoRows u := by
    intro i j
    have h1 : u i ⬝ᵥ u j = inner ℝ (hH.eigenvectorBasis j) (hH.eigenvectorBasis i) := by
      rw [EuclideanSpace.inner_eq_star_dotProduct, star_trivial]
    rw [h1, orthonormal_iff_ite.mp hH.eigenvectorBasis.orthonormal j i]
    simp only [eq_comm]
  refine ⟨u, (orthoRows_iff u).1 hu, ?_⟩
  have hz : ∀ i j, (if i = j then (0 : ℝ) else
      ((u : Matrix ι ι ℝ) * C * (u : Matrix ι ι ℝ)ᵀ) i j ^ 2) = 0 := by
    intro i j
    split_ifs with hij
    · rfl
    · have h2 : C *ᵥ u j = hH.eigenvalues j • u j := hH.mulVec_eigenvectorBasis j
      rw [rotated_apply, h2, dotProduct_smul, hu i j, if_neg hij]
      simp
  unfold seniority
  simp only [hz, Finset.sum_const_zero, mul_zero]

end

end SingletSeniorityRange
```

Messages:

```
Main.lean:48:7: error(lean.synthInstanceFailed): failed to synthesize instance of type class
  HMul (ι → ι → ℝ) (Matrix ι ι ℝ) ?m.173

Hint: Type class instance resolution failures can be inspected with the `set_option trace.Meta.synthInstance true` command.
Main.lean:34:58: error: unsolved goals
ι : Type u_1
inst✝¹ : Fintype ι
inst✝ : DecidableEq ι
C : Matrix ι ι ℝ
hC : C.IsSymm
hH : C.IsHermitian
u : ι → ι → ℝ := fun i => (hH.eigenvectorBasis i).ofLp
hu : OrthoRows u
⊢ seniority C u = 0
```

Cause. The first message says that Lean found no multiplication between a function of type `ι → ι → ℝ` and a matrix. The ascription `(u : Matrix ι ι ℝ)` only checks that the two types agree by unfolding, and leaves `u` with its declared function type. Instance search does not unfold `Matrix` to bridge the gap, so the statement of `hz` fails. The second message is a consequence, showing the goal that `hz` was meant to help close.

In the repair `Matrix.of u` has type `Matrix ι ι ℝ`, so the product is found. The `refine` line, which had raised no error, now uses `Matrix.of u` as well, so that the final goal is about the same matrix as `hz`. The new `hr` restates `rotated_apply` with `u i` and `u j` in place of the rows of `Matrix.of u`, which are equal to them by definition. This gives the rewrites with `h2` and `hu` the form they are written for.

The repair, with which the file compiles:

```diff
@@ -44,12 +44,14 @@
     rw [h1, orthonormal_iff_ite.mp hH.eigenvectorBasis.orthonormal j i]
     simp only [eq_comm]
-  refine ⟨u, (orthoRows_iff u).1 hu, ?_⟩
+  refine ⟨Matrix.of u, (orthoRows_iff (Matrix.of u)).1 hu, ?_⟩
   have hz : ∀ i j, (if i = j then (0 : ℝ) else
-      ((u : Matrix ι ι ℝ) * C * (u : Matrix ι ι ℝ)ᵀ) i j ^ 2) = 0 := by
+      (Matrix.of u * C * (Matrix.of u)ᵀ) i j ^ 2) = 0 := by
     intro i j
     split_ifs with hij
     · rfl
     · have h2 : C *ᵥ u j = hH.eigenvalues j • u j := hH.mulVec_eigenvectorBasis j
-      rw [rotated_apply, h2, dotProduct_smul, hu i j, if_neg hij]
+      have hr : (Matrix.of u * C * (Matrix.of u)ᵀ) i j = u i ⬝ᵥ (C *ᵥ u j) :=
+        rotated_apply C (Matrix.of u) i j
+      rw [hr, h2, dotProduct_smul, hu i j, if_neg hij]
       simp
   unfold seniority
```
